# In the Hückel model, neutral dodecahedral C₂₀ has two electrons in a fourfold non-bonding level

A dodecahedral C₂₀ molecule has twenty π electrons, one per carbon, and we ask which level takes the last of them. We describe the cage by a definite list of bonds. Here atoms 0 to 9 form an outer ring, each has a spoke to one of atoms 10 to 19, and the inner atoms are joined in steps of two, which gives two five-rings. The adjacency matrix $A$ of this graph has

$$\det(x-A)=(x-3)(x^2-5)^3(x-1)^5x^4(x+2)^4 .$$

With one Coulomb integral $\alpha$ and one resonance integral $\beta<0$, nine orbitals lie below $\alpha$ and four lie at $\alpha$.

## The bonds form a dodecahedron

In Lean 4 with Mathlib:

```lean
import Mathlib

open Polynomial

namespace DodecahedralCage

/-- Bonds listed once: the outer ten-ring (atoms 0 to 9), the spokes, and the two inner
five-rings (atoms 10 to 19, joined in steps of two). -/
abbrev Link (i j : Fin 20) : Prop :=
  (i.val < 10 ∧ (j.val = (i.val + 1) % 10 ∨ j.val = i.val + 10)) ∨
    (10 ≤ i.val ∧ j.val = 10 + (i.val + 2) % 10)

/-- The molecular graph of the dodecahedral cage. -/
def dodecahedron : SimpleGraph (Fin 20) := SimpleGraph.fromRel Link

instance : DecidableRel dodecahedron.Adj := fun i j =>
  decidable_of_iff (i ≠ j ∧ (Link i j ∨ Link j i)) (SimpleGraph.fromRel_adj Link i j).symm
```

`SimpleGraph.fromRel` makes each listed bond run both ways. The next theorem checks the shape by enumeration: three bonds per atom, twelve five-atom faces that are closed rings, and two faces at every bond.

```lean
/-- The atoms of the twelve faces: ten around the outer ring and the two inner five-rings. -/
def face (f : Fin 12) : Finset (Fin 20) :=
  Finset.univ.filter fun i => i.val ∈
    (if f.val < 10 then
      [f.val, (f.val + 1) % 10, (f.val + 2) % 10, 10 + (f.val + 2) % 10, 10 + f.val]
    else [f.val, f.val + 2, f.val + 4, f.val + 6, f.val + 8])

/-- Every atom has three bonds, every face has five atoms, each bonded to two others of that
face, and every bond belongs to exactly two of the twelve faces. -/
theorem pentagonal_faces :
    (∀ i, (Finset.univ.filter fun j => dodecahedron.Adj i j).card = 3) ∧
    (∀ f, (face f).card = 5 ∧
      ∀ i ∈ face f, ((face f).filter fun j => dodecahedron.Adj i j).card = 2) ∧
    (∀ i j, dodecahedron.Adj i j →
      (Finset.univ.filter fun f => i ∈ face f ∧ j ∈ face f).card = 2) := by
  decide +kernel
```

The outer ring and the spokes connect all the atoms, so the faces close up into a connected surface with $20-30+12=2$, a sphere tiled by pentagons.

Three bonds per atom would not be enough. If the inner atoms were joined in steps of one, the graph would be a ten-sided prism with eigenvalues $2\cos(\pi k/5)\pm1$. None of these is zero, so there would be no non-bonding level.

The derivation uses the bonds through shells, that is, distances 0 to 5 from a chosen atom. The neighbours of an atom in shells 0, 1, 2, 3, 4, 5 lie in shells 111, 022, 123, 234, 335, 444.

```lean
/-- A table that assigns a shell number from 0 to 5 to each pair of atoms. -/
def shell (i j : Fin 20) : ℕ :=
  if i.val < 10 ∧ j.val < 10 then
    [0, 1, 2, 3, 4, 5, 4, 3, 2, 1].getD ((j.val + 20 - i.val) % 10) 0
  else if 10 ≤ i.val ∧ 10 ≤ j.val then
    [0, 3, 1, 4, 2, 5, 2, 4, 1, 3].getD ((j.val + 20 - i.val) % 10) 0
  else [1, 2, 2, 3, 3, 4, 3, 3, 2, 2].getD ((j.val + 20 - i.val) % 10) 0

/-- The shells reached by one hop from a given shell. -/
def nextShells (s : ℕ) : List ℕ :=
  [[1, 1, 1], [0, 2, 2], [1, 2, 3], [2, 3, 4], [3, 3, 5], [4, 4, 4]].getD s []

/-- Seen from atom `j`, the shells of the three neighbours of atom `i` depend only on the
shell of `i`. -/
theorem neighbour_shells : ∀ i j : Fin 20,
    (Finset.univ.filter fun u => dodecahedron.Adj i u).val.map (fun u => shell u j) =
      (nextShells (shell i j) : Multiset ℕ) := by
  decide +kernel
```

Let $w_k(s)$ be the number of $k$-step walks from any one atom in shell $s$ to the chosen atom. It is the sum of $w_{k-1}$ over the three neighbouring shells. Starting from $w_0=(1,0,0,0,0,0)$,

$$\begin{aligned}
w_1&=(0,1,0,0,0,0), & w_2&=(3,0,1,0,0,0),\\
w_3&=(0,5,1,1,0,0), & w_4&=(15,2,7,2,2,0),\\
w_5&=(6,29,11,11,4,6), & w_6&=(87,28,51,26,28,12).
\end{aligned}$$

```lean
/-- The number of `k`-step hopping sequences from any one atom of a given shell to the atom in shell
0. -/
def walks : ℕ → ℕ → ℕ
  | 0 => fun s => if s = 0 then 1 else 0
  | k + 1 => fun s => ((nextShells s).map (walks k)).sum

/-- The adjacency matrix of the cage, with real entries. -/
abbrev adj : Matrix (Fin 20) (Fin 20) ℝ := dodecahedron.adjMatrix ℝ

/-- The entries of the powers of the adjacency matrix are the walk numbers of the shells. -/
theorem adj_pow (k : ℕ) (i j : Fin 20) : (adj ^ k) i j = (walks k (shell i j) : ℝ) := by
  induction k generalizing i with
  | zero =>
    have h : ∀ i j : Fin 20, shell i j = 0 ↔ i = j := by decide +kernel
    simp [walks, Matrix.one_apply, h]
  | succ k ih =>
    rw [pow_succ', SimpleGraph.adjMatrix_mul_apply, SimpleGraph.neighborFinset_eq_filter]
    simp only [ih]
    have h := congrArg (fun m : Multiset ℕ => (m.map fun s => (walks k s : ℝ)).sum)
      (neighbour_shells i j)
    simp only [Multiset.map_map, Function.comp_def, Multiset.map_coe, Multiset.sum_coe] at h
    refine Eq.trans h ?_
    simp [walks, Nat.cast_list_sum, List.map_map, Function.comp_def]
```

`adj_pow` proves by induction on $k$ that these numbers are the entries of $A^k$.

## Hopping is the same in both directions

A real symmetric matrix has real eigenvalues and an eigenvector basis. The symmetry of the matrix is the hypothesis `hM`. Without any such condition the lemma fails: one-way hopping around a twenty-ring has characteristic polynomial $x^{20}-1$, with non-real roots.

```lean
/-- A real symmetric 20 × 20 matrix has eigenvalues `l` such that one change of basis makes all its
powers diagonal, and its characteristic polynomial is the product of the `x - l i`. -/
theorem exists_eigenvalues (M : Matrix (Fin 20) (Fin 20) ℝ) (hM : M.IsHermitian) :
    ∃ (U V : Matrix (Fin 20) (Fin 20) ℝ) (l : Fin 20 → ℝ), V * U = 1 ∧
      (∀ k : ℕ, V * M ^ k * U = Matrix.diagonal fun i => l i ^ k) ∧
      ∀ x, M.charpoly.eval x = ∏ i, (x - l i) := by
  obtain ⟨U, V, l, hVU, h⟩ : ∃ (U V : Matrix (Fin 20) (Fin 20) ℝ) (l : Fin 20 → ℝ),
      V * U = 1 ∧ M = U * Matrix.diagonal l * V := by
    refine ⟨hM.eigenvectorUnitary, star (hM.eigenvectorUnitary : Matrix _ _ ℝ),
      RCLike.ofReal ∘ hM.eigenvalues,
      Matrix.mem_unitaryGroup_iff'.mp hM.eigenvectorUnitary.2, ?_⟩
    have h := hM.spectral_theorem
    rw [Unitary.conjStarAlgAut_apply] at h
    exact h
  have hMU : M * U = U * Matrix.diagonal l := by
    rw [h, Matrix.mul_assoc, hVU, Matrix.mul_one]
  have hpow : ∀ k : ℕ, V * M ^ k * U = Matrix.diagonal fun i => l i ^ k := by
    intro k
    induction k with
    | zero => simp [hVU]
    | succ k ih =>
      have h1 : V * M ^ (k + 1) * U = V * M ^ k * U * Matrix.diagonal l := by
        rw [pow_succ]
        simp only [Matrix.mul_assoc, hMU]
      rw [h1, ih, Matrix.diagonal_mul_diagonal]
      simp only [pow_succ]
  refine ⟨U, V, l, hVU, hpow, fun x => ?_⟩
  have h1 : V * M * U = Matrix.diagonal l := by simpa using hpow 1
  have h2 : V * (Matrix.scalar (Fin 20) x - M) * U = Matrix.diagonal fun i => x - l i := by
    rw [Matrix.scalar_apply, ← Matrix.smul_one_eq_diagonal, Matrix.mul_sub, Matrix.sub_mul,
      h1, Matrix.mul_smul, Matrix.smul_mul, Matrix.mul_one, hVU,
      Matrix.smul_one_eq_diagonal, Matrix.diagonal_sub]
  rw [Matrix.eval_charpoly, ← Matrix.det_diagonal, ← h2, Matrix.det_mul, Matrix.det_mul,
    mul_right_comm, ← Matrix.det_mul, hVU, Matrix.det_one, one_mul]
```

Comparing the lists $w_k$ shell by shell gives

$$A^6-2A^5-10A^4+16A^3+25A^2-30A=0 .$$

The left side factorises as $A(A-3)(A-1)(A+2)(A^2-5)$, so each eigenvalue is $3,\sqrt5,-\sqrt5,1,0$ or $-2$. Call their multiplicities $n_0,\dots,n_5$, and put $p=n_1+n_2$, $t=\sqrt5(n_1-n_2)$. The traces $\operatorname{tr}A^k=20\,w_k(0)$ for $k=0,\dots,5$ give

$$\begin{aligned}
n_0+p+n_3+n_4+n_5&=20, & 3n_0+t+n_3-2n_5&=0,\\
9n_0+5p+n_3+4n_5&=60, & 27n_0+5t+n_3-8n_5&=0,\\
81n_0+25p+n_3+16n_5&=300, & 243n_0+25t+n_3-32n_5&=120.
\end{aligned}$$

Eliminating $t$ from the first two equations on the right gives $n_5=2n_3-6n_0$. Eliminating $p$ from the last two on the left gives $n_5=9n_0-n_3$. Hence $n_3=5n_0$ and $n_5=4n_0$. Eliminating $t$ from the first and last on the right gives $28n_0-4n_3+3n_5=20$, so $n_0=1$. Then $n_3=5$, $n_5=4$, $t=0$, $p=6$, $n_1=n_2=3$ and $n_4=4$.

```lean
/-- The characteristic polynomial of the dodecahedral cage. -/
theorem charpoly_dodecahedron :
    adj.charpoly = (X - 3) * (X ^ 2 - 5) ^ 3 * (X - 1) ^ 5 * X ^ 4 * (X + 2) ^ 4 := by
  obtain ⟨U, V, l, hVU, hpow, hchar⟩ := exists_eigenvalues adj (by
    simp [Matrix.IsHermitian, Matrix.conjTranspose_eq_transpose_of_trivial])
  have hs : √(5 : ℝ) ^ 2 = 5 := Real.sq_sqrt (by norm_num)
  -- the spectral moments count closed walks
  have hm : ∀ k : ℕ, ∑ i, l i ^ k = 20 * (walks k 0 : ℝ) := by
    intro k
    have h0 : ∀ i : Fin 20, shell i i = 0 := by decide +kernel
    have h := congrArg Matrix.trace (hpow k)
    rw [Matrix.trace_mul_cycle, mul_eq_one_comm.mp hVU, Matrix.one_mul,
      Matrix.trace_diagonal] at h
    rw [← h]
    simp [Matrix.trace, adj_pow, h0]
  -- a polynomial relation of degree six restricts the eigenvalues
  have hrel : adj ^ 6 + (16 : ℝ) • adj ^ 3 + (25 : ℝ) • adj ^ 2 =
      (2 : ℝ) • adj ^ 5 + (10 : ℝ) • adj ^ 4 + (30 : ℝ) • adj ^ 1 := by
    have hw : ∀ s < 6, walks 6 s + 16 * walks 3 s + 25 * walks 2 s =
        2 * walks 5 s + 10 * walks 4 s + 30 * walks 1 s := by decide +kernel
    have hb : ∀ i j : Fin 20, shell i j < 6 := by decide +kernel
    ext i j
    simp only [Matrix.add_apply, Matrix.smul_apply, smul_eq_mul, adj_pow]
    exact_mod_cast hw _ (hb i j)
  have hlev : ∀ i, ∃ m : Fin 6, l i = (![3, √5, -√5, 1, 0, -2] : Fin 6 → ℝ) m := by
    intro i
    have h := congrArg (fun N => (V * N * U) i i) hrel
    simp only [Matrix.mul_add, Matrix.add_mul, Matrix.mul_smul, Matrix.smul_mul, hpow,
      Matrix.add_apply, Matrix.smul_apply, Matrix.diagonal_apply_eq, smul_eq_mul] at h
    have hz : (l i - 3) * ((l i - √5) * ((l i + √5) * ((l i - 1) * (l i * (l i + 2))))) = 0 := by
      linear_combination h - (l i - 3) * (l i - 1) * l i * (l i + 2) * hs
    simp only [mul_eq_zero] at hz
    rcases hz with h | h | h | h | h | h
    · exact ⟨0, show l i = 3 by linarith⟩
    · exact ⟨1, show l i = √5 by linarith⟩
    · exact ⟨2, show l i = -√5 by linarith⟩
    · exact ⟨3, show l i = 1 by linarith⟩
    · exact ⟨4, show l i = 0 by linarith⟩
    · exact ⟨5, show l i = -2 by linarith⟩
  choose g hg using hlev
  obtain ⟨n, hn⟩ : ∃ n : Fin 6 → ℕ, ∀ m, n m = (Finset.univ.filter fun i => g i = m).card :=
    ⟨_, fun _ => rfl⟩
  have e : ∀ k : ℕ, (n 0 : ℝ) * 3 ^ k + n 1 * √5 ^ k + n 2 * (-√5) ^ k + n 3 * 1 ^ k
      + n 4 * 0 ^ k + n 5 * (-2) ^ k = 20 * (walks k 0 : ℝ) := by
    intro k
    rw [← hm k, ← Finset.sum_fiberwise Finset.univ g]
    have h : ∀ m, ∑ i with g i = m, l i ^ k =
        (n m : ℝ) * (![3, √5, -√5, 1, 0, -2] : Fin 6 → ℝ) m ^ k := by
      intro m
      rw [hn, ← nsmul_eq_mul, ← Finset.sum_const]
      refine Finset.sum_congr rfl fun i hi => ?_
      rw [hg i, (Finset.mem_filter.mp hi).2]
    simp only [h]
    rw [Fin.sum_univ_six]
    rfl
  -- six moments fix the six multiplicities
  have e0 := e 0
  have e1 := e 1
  have e2 := e 2
  have e3 := e 3
  have e4 := e 4
  have e5 := e 5
  rw [show walks 0 0 = 1 by decide +kernel] at e0
  rw [show walks 1 0 = 0 by decide +kernel] at e1
  rw [show walks 2 0 = 3 by decide +kernel] at e2
  rw [show walks 3 0 = 0 by decide +kernel] at e3
  rw [show walks 4 0 = 15 by decide +kernel] at e4
  rw [show walks 5 0 = 6 by decide +kernel] at e5
  push_cast at e0 e1 e2 e3 e4 e5
  obtain ⟨t, ht⟩ : ∃ t : ℝ, t = √5 * (n 1 - n 2) := ⟨_, rfl⟩
  have E0 : (n 0 : ℝ) + n 1 + n 2 + n 3 + n 4 + n 5 = 20 := by linear_combination e0
  have E1 : 3 * (n 0 : ℝ) + t + n 3 - 2 * n 5 = 0 := by linear_combination e1 + ht
  have E2 : 9 * (n 0 : ℝ) + 5 * (n 1 + n 2) + n 3 + 4 * n 5 = 60 := by
    linear_combination e2 - (n 1 + n 2 : ℝ) * hs
  have E3 : 27 * (n 0 : ℝ) + 5 * t + n 3 - 8 * n 5 = 0 := by
    linear_combination e3 + 5 * ht - √5 * (n 1 - n 2 : ℝ) * hs
  have E4 : 81 * (n 0 : ℝ) + 25 * (n 1 + n 2) + n 3 + 16 * n 5 = 300 := by
    linear_combination e4 - (n 1 + n 2 : ℝ) * (√5 ^ 2 + 5) * hs
  have E5 : 243 * (n 0 : ℝ) + 25 * t + n 3 - 32 * n 5 = 120 := by
    linear_combination e5 + 25 * ht - √5 * (n 1 - n 2 : ℝ) * (√5 ^ 2 + 5) * hs
  have t0 : √5 * (n 1 - n 2 : ℝ) = 0 := by linarith
  have hd : (n 1 - n 2 : ℝ) = 0 :=
    (mul_eq_zero.mp t0).resolve_left (Real.sqrt_pos.mpr (by norm_num)).ne'
  have n0 : n 0 = 1 := by exact_mod_cast (by linarith : (n 0 : ℝ) = 1)
  have n1 : n 1 = 3 := by exact_mod_cast (by linarith : (n 1 : ℝ) = 3)
  have n2 : n 2 = 3 := by exact_mod_cast (by linarith : (n 2 : ℝ) = 3)
  have n3 : n 3 = 5 := by exact_mod_cast (by linarith : (n 3 : ℝ) = 5)
  have n4 : n 4 = 4 := by exact_mod_cast (by linarith : (n 4 : ℝ) = 4)
  have n5 : n 5 = 4 := by exact_mod_cast (by linarith : (n 5 : ℝ) = 4)
  refine Polynomial.funext fun x => ?_
  have hp : ∏ i, (x - l i) = (x - 3) ^ n 0 * (x - √5) ^ n 1 * (x - -√5) ^ n 2 * (x - 1) ^ n 3
      * (x - 0) ^ n 4 * (x - -2) ^ n 5 := by
    rw [← Finset.prod_fiberwise Finset.univ g]
    have h : ∀ m, ∏ i with g i = m, (x - l i) =
        (x - (![3, √5, -√5, 1, 0, -2] : Fin 6 → ℝ) m) ^ n m := by
      intro m
      rw [hn, ← Finset.prod_const]
      refine Finset.prod_congr rfl fun i hi => ?_
      rw [hg i, (Finset.mem_filter.mp hi).2]
    simp only [h]
    exact Fin.prod_univ_six _
  have hx : (x - √5) ^ 3 * (x - -√5) ^ 3 = (x ^ 2 - 5) ^ 3 := by
    rw [← mul_pow]
    congr 1
    linear_combination -hs
  rw [hchar, hp, n0, n1, n2, n3, n4, n5]
  simp only [eval_mul, eval_pow, eval_sub, eval_add, eval_X, eval_ofNat, eval_one]
  linear_combination (x - 3) * (x - 1) ^ 5 * x ^ 4 * (x + 2) ^ 4 * hx
```

In the proof, `hrel` is the matrix relation, `hlev` the list of possible eigenvalues, and `E0` to `E5` the six equations, which `linarith` solves.

## All atoms and all bonds are alike

```lean
/-- The Hückel Hamiltonian of the cage with Coulomb integral `α` and resonance integral `β`. -/
noncomputable def huckel (α β : ℝ) : Matrix (Fin 20) (Fin 20) ℝ := α • 1 + β • adj

/-- The orbital energies of a Hamiltonian matrix: the real roots of its characteristic
polynomial, with multiplicity. -/
noncomputable def orbitalEnergies (H : Matrix (Fin 20) (Fin 20) ℝ) : Multiset ℝ :=
  H.charpoly.roots

/-- The number of electrons at energy `E` when `N` electrons fill the orbitals from below,
two to an orbital. -/
noncomputable def population (H : Matrix (Fin 20) (Fin 20) ℝ) (N : ℕ) (E : ℝ) : ℕ :=
  min (2 * (orbitalEnergies H).count E) (N - 2 * (orbitalEnergies H).countP fun e => e < E)
```

A single $\alpha$ and a single $\beta$ stand for identical carbons and equal bonds, with hopping only between neighbours. Then $H=\alpha+\beta A$ has energies $\alpha+\beta\lambda$, where $\lambda$ runs over the eigenvalues of $A$. For $\beta\ne0$, changing the Coulomb integral on a single atom would leave only three of the four orbitals at $\alpha$.

```lean
/-- The twenty Hückel orbital energies of the dodecahedral cage. -/
theorem huckel_levels (α β : ℝ) : orbitalEnergies (huckel α β) =
    {α + 3 * β} + 3 • {α + √5 * β} + 5 • {α + β} + 4 • {α} + 4 • {α - 2 * β}
      + 3 • {α - √5 * β} := by
  have hs : √(5 : ℝ) ^ 2 = 5 := Real.sq_sqrt (by norm_num)
  rw [orbitalEnergies, ← Polynomial.roots_multiset_prod_X_sub_C ({α + 3 * β} + _ + _ + _ + _ + _)]
  refine congrArg Polynomial.roots ?_
  refine Polynomial.funext fun x => ?_
  simp only [Multiset.map_add, Multiset.map_nsmul, Multiset.map_singleton, Multiset.prod_add,
    Multiset.prod_nsmul, Multiset.prod_singleton, eval_mul, eval_pow, eval_sub, eval_X, eval_C]
  rw [Matrix.eval_charpoly, huckel, Matrix.scalar_apply, ← Matrix.smul_one_eq_diagonal]
  by_cases hβ : β = 0
  · subst hβ
    rw [zero_smul, add_zero, ← sub_smul, Matrix.det_smul, Matrix.det_one, Fintype.card_fin]
    ring
  · -- measure the energy from `α` in units of `β`
    obtain ⟨y, rfl⟩ : ∃ y, x = α + β * y := ⟨(x - α) / β, by field_simp; ring⟩
    have h : (α + β * y) • (1 : Matrix (Fin 20) (Fin 20) ℝ) - (α • (1 : Matrix (Fin 20) (Fin 20) ℝ) + β • adj) =
        β • (Matrix.scalar (Fin 20) y - adj) := by
      rw [Matrix.scalar_apply, ← Matrix.smul_one_eq_diagonal]
      module
    have hy : (y - √5) ^ 3 * (y + √5) ^ 3 = (y ^ 2 - 5) ^ 3 := by
      rw [← mul_pow]
      congr 1
      linear_combination -hs
    rw [h, Matrix.det_smul, ← Matrix.eval_charpoly, charpoly_dodecahedron, Fintype.card_fin]
    simp only [eval_mul, eval_pow, eval_sub, eval_add, eval_X, eval_ofNat, eval_one]
    linear_combination -β ^ 20 * (y - 3) * (y - 1) ^ 5 * y ^ 4 * (y + 2) ^ 4 * hy
```

The proof substitutes $x=\alpha+\beta y$, which gives $\det(x-H)=\beta^{20}\det(y-A)$, and treats $\beta=0$ separately.

## Negative β and twenty electrons

Negative $\beta$ means that in-phase neighbours lower the energy. The levels with $\lambda>0$ then lie below $\alpha$: $1+3+5=9$ orbitals, holding 18 electrons. Two of the twenty remain for the four orbitals at $\alpha$. `population` expresses this as the smaller of a level's capacity and the electrons left over from below.

```lean
/-- For negative `β`, nine orbitals of the cage lie below the non-bonding energy `α` and four
lie at `α`; with twenty electrons, two of them are at `α`. -/
theorem neutral_C20_filling (α β : ℝ) (hβ : β < 0) :
    (orbitalEnergies (huckel α β)).countP (fun e => e < α) = 9 ∧
    (orbitalEnergies (huckel α β)).count α = 4 ∧
    population (huckel α β) 20 α = 2 := by
  have hs : √(5 : ℝ) * β < 0 := mul_neg_of_pos_of_neg (Real.sqrt_pos.mpr (by norm_num)) hβ
  have hc : ∀ a : ℝ, Multiset.countP (fun e => e < α) {a} = if a < α then 1 else 0 := by
    intro a
    rw [← Multiset.cons_zero, Multiset.countP_cons, Multiset.countP_zero, zero_add]
  have below : (orbitalEnergies (huckel α β)).countP (fun e => e < α) = 9 := by
    rw [huckel_levels]
    simp only [Multiset.countP_add, Multiset.countP_nsmul, hc]
    rw [if_pos (by linarith), if_pos (by linarith), if_pos (by linarith),
      if_neg (lt_irrefl α), if_neg (by linarith), if_neg (by linarith)]
  have level : (orbitalEnergies (huckel α β)).count α = 4 := by
    rw [huckel_levels]
    simp only [Multiset.count_add, Multiset.count_nsmul, Multiset.count_singleton]
    rw [if_neg (by intro h; linarith), if_neg (by intro h; linarith),
      if_neg (by intro h; linarith), if_pos trivial, if_neg (by intro h; linarith),
      if_neg (by intro h; linarith)]
  refine ⟨below, level, ?_⟩
  rw [population, below, level]
  norm_num

end DodecahedralCage
```

The hypothesis `hβ` decides the sign of each level relative to $\alpha$. For $\beta>0$ seven orbitals would lie below $\alpha$ and six electrons at it; for $\beta=0$ all twenty electrons would sit at $\alpha$. The electron number matters too: the dication, with 18 electrons, leaves the fourfold level empty.

For electronic structure, the result identifies an open shell in a model of non-interacting electrons. Applying it to the real molecule assumes that such a strongly curved cage has a separate π system with equal bonds, and that electron repulsion can be neglected beyond an average part absorbed in $\alpha$ and $\beta$. The equal bonds are themselves in doubt, because a partly filled degenerate level can lead to a Jahn–Teller distortion of the cage.

```lean
#print axioms DodecahedralCage.pentagonal_faces
-- 'DodecahedralCage.pentagonal_faces' depends on axioms: [propext, Classical.choice, Quot.sound]
#print axioms DodecahedralCage.neutral_C20_filling
-- 'DodecahedralCage.neutral_C20_filling' depends on axioms: [propext, Classical.choice, Quot.sound]
```

## The degenerate level in a calculation, and the cube

A Hückel program diagonalises $H$, fills nine orbitals, and meets four equal energies with two electrons left. If it puts both in the first orbital returned, the charge density depends on an arbitrary choice of basis. Half an electron in each of the four keeps the symmetry of the cage.

The same shell argument works for the cube. Its neighbour shells are 111, 022, 113, 222, the relation is $(A^2-9)(A^2-1)=0$, and the traces $8,0,24,0$ give the eigenvalues $3,1,-1,-3$ with multiplicities $1,3,3,1$.
